# Ohmic friction lowers the thermal position variance of a quantum harmonic oscillator toward its classical value

The position variance is defined here by its Matsubara sum, and the heat bath enters only through a friction kernel \(\gamma\), a real function of frequency. The sum is the starting point of the formal development; its origin in a Gaussian path integral is sketched below but is not formalised. Units are \(\hbar=k_B=1\) with unit mass, \(\beta\) is the inverse temperature and \(w\) the oscillator frequency. The bath's static shift of the potential is taken to be compensated, so \(w\) stays fixed as the friction varies.

For \(\beta,w>0\) and memoryless friction of strength \(g\ge 0\), the variance decreases strictly with \(g\) and tends to \(1/(\beta w^2)\) as \(g\to\infty\). In quantum Brownian motion this says that strong damping suppresses the quantum part of the position fluctuations, for a single harmonic coordinate coupled linearly to a harmonic bath.

```lean
import Mathlib

open Real Filter Topology

namespace DampedOscillatorVariance

noncomputable section
```

## From imaginary-time paths to a sum over modes

A closed path of imaginary-time length \(\beta\) has Fourier modes at integer multiples of \(2\pi/\beta\). The positive frequencies, counted from \(n=0\), are

\[
\nu_n=\frac{2\pi(n+1)}{\beta}.
\]

```lean
/-- The positive Matsubara frequencies `2π(n+1)/β`, `n = 0, 1, 2, …`, at inverse temperature
`β > 0`. -/
def matsubara (β : ℝ) (n : ℕ) : ℝ := 2 * π * (n + 1) / β
```

Write the path as \(q(\tau)=\sum_k q_k e^{i\omega_k\tau}\), with \(\omega_k=2\pi k/\beta\) and \(k\) running over all integers. Integrating out a linearly coupled harmonic bath leaves the Euclidean action

\[
S=\frac{\beta}{2}\sum_k\lambda_k|q_k|^2,\qquad
\lambda_k=w^2+\omega_k^2+|\omega_k|\,\gamma(|\omega_k|).
\]

Here \(\gamma(\nu)\) is the Laplace transform of the memory-friction kernel, and \(w\) is the frequency after the bath's static shift of the potential has been compensated. The Gaussian weight \(e^{-S}\) gives \(\langle|q_k|^2\rangle=1/(\beta\lambda_k)\). Apart from the factor \(1/\beta\), a mode of positive frequency therefore contributes

\[
a_n=\frac{1}{w^2+\nu_n^2+\nu_n\gamma(\nu_n)}.
\]

```lean
/-- Weight `1/(w² + ν² + ν γ(ν))` of a Matsubara mode of an oscillator of frequency `w` with
friction kernel `γ`, for a nonzero denominator. -/
def modeWeight (β w : ℝ) (γ : ℝ → ℝ) (n : ℕ) : ℝ :=
  1 / (w ^ 2 + matsubara β n ^ 2 + matsubara β n * γ (matsubara β n))
```

Positive and negative frequencies contribute equally, so together they give the quantum spread \(Q=(2/\beta)\sum_{n\ge0}a_n\).

```lean
/-- Contribution of all modes of nonzero Matsubara frequency to the position variance, for `β > 0`
and non-negative friction. -/
def quantumSpread (β w : ℝ) (γ : ℝ → ℝ) : ℝ := 2 / β * ∑' n : ℕ, modeWeight β w γ n
```

The zero-frequency mode feels no friction and contributes \(1/(\beta w^2)\), the classical variance. The total is \(\langle q^2\rangle=1/(\beta w^2)+Q\).

```lean
/-- Position variance of the damped oscillator (unit mass, `ħ = k_B = 1`): the zero-frequency term
plus the quantum spread, for `β > 0`, `w ≠ 0` and non-negative friction. -/
def positionVariance (β w : ℝ) (γ : ℝ → ℝ) : ℝ := 1 / (β * w ^ 2) + quantumSpread β w γ
```

Ohmic friction is the constant kernel \(\gamma(\nu)=g\). The constant \(g\) is the coefficient of a drag force proportional to the instantaneous velocity.

```lean
/-- Ohmic friction: the same strength `g` at every frequency. -/
def ohmic (g : ℝ) : ℝ → ℝ := fun _ => g
```

Drude friction gives the bath a finite response time \(1/c\), which weakens the friction at high frequency: \(\gamma(\nu)=gc/(\nu+c)\).

```lean
/-- Drude friction of strength `g` with cutoff frequency `c`, for `ν + c ≠ 0`. -/
def drude (g c : ℝ) : ℝ → ℝ := fun ν => g * c / (ν + c)
```

## Every mode contributes a positive, summable amount

Since \(\beta>0\), every \(\nu_n\) is positive.

```lean
/-- At positive temperature the Matsubara frequencies `2π(n+1)/β` are positive. -/
theorem matsubara_pos {β : ℝ} (hβ : 0 < β) (n : ℕ) : 0 < matsubara β n := by
  unfold matsubara
  positivity
```

Suppose \(\gamma(\nu)\ge0\) for all \(\nu>0\), as holds for a bath of harmonic oscillators. Then the denominator of \(a_n\) is at least \(\nu_n^2>0\), and hence

\[
0<a_n\le\frac1{\nu_n^2}.
\]

In Lean the condition on the kernel is `∀ ν, 0 < ν → 0 ≤ γ ν`. The two inequalities follow by taking reciprocals.

```lean
/-- At positive temperature and for non-negative friction, each mode weight is positive and
at most that of a free undamped particle, `1/ν²`. -/
theorem modeWeight_bounds {β : ℝ} (hβ : 0 < β) (w : ℝ) {γ : ℝ → ℝ}
    (hγ : ∀ ν, 0 < ν → 0 ≤ γ ν) (n : ℕ) :
    0 < modeWeight β w γ n ∧ modeWeight β w γ n ≤ 1 / matsubara β n ^ 2 := by
  have hν := matsubara_pos hβ n
  have hg := mul_nonneg hν.le (hγ _ hν)
  have h2 : 0 < matsubara β n ^ 2 := by positivity
  have hw := sq_nonneg w
  unfold modeWeight
  exact ⟨one_div_pos.mpr (by linarith), one_div_le_one_div_of_le h2 (by linarith)⟩
```

The bound has a finite sum, because

\[
\sum_{n\ge0}\frac1{\nu_n^2}=\Big(\frac{\beta}{2\pi}\Big)^2\sum_{n\ge0}\frac1{(n+1)^2}<\infty .
\]

The proof shifts the index of the convergent series of inverse squares and rescales it.

```lean
/-- At positive temperature the free-particle weights `1/ν²` have a finite sum. -/
theorem summable_free {β : ℝ} (hβ : 0 < β) :
    Summable fun n : ℕ => 1 / matsubara β n ^ 2 := by
  have h0 : Summable (fun n : ℕ => 1 / (n : ℝ) ^ 2) :=
    Real.summable_one_div_nat_pow.mpr one_lt_two
  have h1 := ((summable_nat_add_iff 1).mpr h0).mul_left ((β / (2 * π)) ^ 2)
  have e : (fun n : ℕ => 1 / matsubara β n ^ 2) =
      fun n : ℕ => (β / (2 * π)) ^ 2 * (1 / ((n + 1 : ℕ) : ℝ) ^ 2) := by
    funext n
    unfold matsubara
    push_cast
    field_simp
  rw [e]
  exact h1
```

By comparison \(\sum_n a_n\) converges, and its terms are positive, so \(Q>0\). At any finite non-negative friction the variance thus stays strictly above \(1/(\beta w^2)\).

```lean
/-- At positive temperature and for non-negative friction, the mode weights have a finite sum
and the quantum spread is positive. -/
theorem quantumSpread_pos {β : ℝ} (hβ : 0 < β) (w : ℝ) {γ : ℝ → ℝ}
    (hγ : ∀ ν, 0 < ν → 0 ≤ γ ν) :
    Summable (modeWeight β w γ) ∧ 0 < quantumSpread β w γ := by
  have hb := modeWeight_bounds hβ w hγ
  have hs : Summable (modeWeight β w γ) :=
    Summable.of_nonneg_of_le (fun n => (hb n).1.le) (fun n => (hb n).2) (summable_free hβ)
  exact ⟨hs, mul_pos (by positivity) (hs.tsum_pos (fun n => (hb n).1.le) 0 (hb 0).1)⟩
```

## More friction, less spread

Take two kernels with \(0\le\gamma_1(\nu)\le\gamma_2(\nu)\) for all \(\nu>0\), and suppose \(\gamma_1(\nu_m)<\gamma_2(\nu_m)\) for one index \(m\). Mode by mode,

\[
\frac1{w^2+\nu_n^2+\nu_n\gamma_2(\nu_n)}\le\frac1{w^2+\nu_n^2+\nu_n\gamma_1(\nu_n)},
\]

with strict inequality at \(n=m\). Both series converge, so summing gives \(Q_2<Q_1\). In the code `hall` is the inequality for all modes, `hone` is the strict one, and `Summable.tsum_lt_tsum` adds them up.

```lean
/-- At positive temperature, if one non-negative friction kernel nowhere exceeds the other and is
strictly weaker at some positive Matsubara frequency, the stronger friction gives the strictly
smaller quantum spread. -/
theorem quantumSpread_lt {β : ℝ} (hβ : 0 < β) (w : ℝ) {γ₁ γ₂ : ℝ → ℝ}
    (h₁ : ∀ ν, 0 < ν → 0 ≤ γ₁ ν) (hle : ∀ ν, 0 < ν → γ₁ ν ≤ γ₂ ν) (m : ℕ)
    (hlt : γ₁ (matsubara β m) < γ₂ (matsubara β m)) :
    quantumSpread β w γ₂ < quantumSpread β w γ₁ := by
  have hpos : ∀ n, 0 < w ^ 2 + matsubara β n ^ 2 + matsubara β n * γ₁ (matsubara β n) := by
    intro n
    have hν := matsubara_pos hβ n
    have := mul_nonneg hν.le (h₁ _ hν)
    positivity
  have s₁ := (quantumSpread_pos hβ w h₁).1
  have s₂ := (quantumSpread_pos hβ w fun ν hν => (h₁ ν hν).trans (hle ν hν)).1
  -- compare the two sums mode by mode
  have hall : ∀ n, modeWeight β w γ₂ n ≤ modeWeight β w γ₁ n := fun n =>
    one_div_le_one_div_of_le (hpos n) (by
      have := mul_le_mul_of_nonneg_left (hle _ (matsubara_pos hβ n)) (matsubara_pos hβ n).le
      linarith)
  have hone : modeWeight β w γ₂ m < modeWeight β w γ₁ m :=
    one_div_lt_one_div_of_lt (hpos m) (by
      have := mul_lt_mul_of_pos_left hlt (matsubara_pos hβ m)
      linarith)
  exact mul_lt_mul_of_pos_left (Summable.tsum_lt_tsum hall hone s₂ s₁) (by positivity)
```

## Strong damping removes the quantum spread

For Ohmic friction and fixed \(n\), the denominator \(w^2+\nu_n^2+\nu_n g\) grows without bound, so \(a_n\to0\) as \(g\to\infty\). To pass from single modes to the sum, note that \(a_n\le1/\nu_n^2\) for every \(g\ge0\), with a bound that is summable and independent of \(g\). Dominated convergence then gives

\[
\lim_{g\to\infty}Q=\frac2\beta\sum_{n\ge0}\lim_{g\to\infty}a_n=0 .
\]

The step `hmode` is the limit of a single mode, and `filter_upwards` restricts attention to \(g\ge0\), where the bound holds.

```lean
/-- At positive temperature the quantum spread vanishes in the limit of strong Ohmic friction. -/
theorem quantumSpread_tendsto {β : ℝ} (hβ : 0 < β) (w : ℝ) :
    Tendsto (fun g => quantumSpread β w (ohmic g)) atTop (𝓝 0) := by
  have hmode : ∀ n, Tendsto (fun g => modeWeight β w (ohmic g) n) atTop (𝓝 0) := by
    intro n
    simp only [modeWeight, ohmic, one_div]
    exact tendsto_inv_atTop_zero.comp (tendsto_atTop_add_const_left _ _
      (Tendsto.const_mul_atTop (matsubara_pos hβ n) tendsto_id))
  -- the free-particle weights dominate, so limit and sum may be exchanged
  have h := tendsto_tsum_of_dominated_convergence (summable_free hβ) hmode (by
    filter_upwards [eventually_ge_atTop (0 : ℝ)] with g hg n
    have hb := modeWeight_bounds hβ w (γ := ohmic g) (fun _ _ => hg) n
    rw [Real.norm_of_nonneg hb.1.le]
    exact hb.2)
  simpa [quantumSpread] using h.const_mul (2 / β)
```

The main theorem combines these results. For \(0\le a<b\), the constant kernels \(a\) and \(b\) satisfy the comparison, with strict inequality already at \(n=0\), so the variance at \(b\) is smaller. Adding the static term to the limit of \(Q\) gives

\[
\langle q^2\rangle\to\frac1{\beta w^2},\qquad w^2\langle q^2\rangle\to\frac1\beta .
\]

The second limit is equipartition for the potential energy. In the statement, `StrictAntiOn` with `Set.Ici 0` means strictly decreasing on \(g\ge0\), and each `Tendsto` along `atTop` is a limit \(g\to\infty\). The theorem concerns position only and says nothing about the momentum variance.

```lean
/-- For `β, w > 0` the position variance decreases strictly with the Ohmic friction `g ≥ 0` and
tends to the classical value `1/(βw²)` as `g → ∞`; `w²` times the variance tends to `1/β`. -/
theorem ohmic_friction_classical_limit {β w : ℝ} (hβ : 0 < β) (hw : 0 < w) :
    StrictAntiOn (fun g => positionVariance β w (ohmic g)) (Set.Ici 0) ∧
    Tendsto (fun g => positionVariance β w (ohmic g)) atTop (𝓝 (1 / (β * w ^ 2))) ∧
    Tendsto (fun g => w ^ 2 * positionVariance β w (ohmic g)) atTop (𝓝 (1 / β)) := by
  have hlim : Tendsto (fun g => positionVariance β w (ohmic g)) atTop
      (𝓝 (1 / (β * w ^ 2))) := by
    have h := (quantumSpread_tendsto hβ w).const_add (1 / (β * w ^ 2))
    rw [add_zero] at h
    exact h
  refine ⟨fun a ha b _ hab => ?_, hlim, ?_⟩
  · have h := quantumSpread_lt hβ w (γ₁ := ohmic a) (γ₂ := ohmic b)
      (fun _ _ => ha) (fun _ _ => hab.le) 0 hab
    simp only [positionVariance]
    linarith
  · have e : w ^ 2 * (1 / (β * w ^ 2)) = 1 / β := by field_simp
    rw [← e]
    exact hlim.const_mul (w ^ 2)
```

## A bath with finite response time

For \(g,c,\nu>0\) the factor \(c/(\nu+c)\) lies strictly between 0 and 1, so \(0<gc/(\nu+c)<g\). Applying the comparison twice gives

\[
Q_{\text{Ohmic}}<Q_{\text{Drude}}<Q_{\text{undamped}} .
\]

```lean
/-- For positive `β`, strength `g` and cutoff `c`, the quantum spread under Drude friction lies
strictly between those of Ohmic friction of strength `g` and of no friction. -/
theorem drude_between {β g c : ℝ} (hβ : 0 < β) (w : ℝ) (hg : 0 < g) (hc : 0 < c) :
    quantumSpread β w (ohmic g) < quantumSpread β w (drude g c) ∧
    quantumSpread β w (drude g c) < quantumSpread β w (ohmic 0) := by
  have hp : ∀ ν, 0 < ν → 0 < drude g c ν := fun ν hν => by
    unfold drude
    positivity
  have hl : ∀ ν, 0 < ν → drude g c ν < g := fun ν hν => by
    unfold drude
    rw [div_lt_iff₀ (by positivity)]
    nlinarith [mul_pos hg hν]
  have h0 := matsubara_pos hβ 0
  exact ⟨quantumSpread_lt hβ w (fun ν hν => (hp ν hν).le) (fun ν hν => (hl ν hν).le) 0 (hl _ h0),
    quantumSpread_lt hβ w (fun _ _ => le_rfl) (fun ν hν => (hp ν hν).le) 0 (hp _ h0)⟩
```

## Zero friction gives the textbook oscillator

At \(g=0\) the sum has a closed form. Set \(y=\beta w/(2\pi)\) and \(T=\sum_{n\ge0}1/(y^2+(n+1)^2)\). The partial-fraction series of the cotangent is

\[
\pi\cot(\pi x)-\frac1x=\sum_{n\ge0}\left(\frac1{x-(n+1)}+\frac1{x+(n+1)}\right).
\]

At \(x=iy\) each bracket equals \(-2iy/(y^2+(n+1)^2)\), and the left side is \(-i\,(\pi\coth(\pi y)-1/y)\). Therefore

\[
\pi\coth(\pi y)-\frac1y=2yT .
\]

Since \(w^2+\nu_n^2=(2\pi/\beta)^2\,(y^2+(n+1)^2)\) and \(\pi y=\beta w/2\),

\[
Q=\frac2\beta\Big(\frac{\beta}{2\pi}\Big)^2T=\frac{\coth(\beta w/2)}{2w}-\frac1{\beta w^2}.
\]

The static term cancels the last fraction and leaves \(\langle q^2\rangle=\coth(\beta w/2)/(2w)\), the thermal variance of an isolated oscillator. Letting \(\beta\to\infty\) in this formula yields the ground-state value \(1/(2w)\).

In the proof, `key` is the cotangent series at \(iy\), `hterm` simplifies its brackets, `hreal` is the resulting real identity, and `hsum` rescales the Matsubara sum. The statement writes the hyperbolic cotangent as `cosh` over `sinh`.

```lean
/-- Without friction, for `β, w > 0`, the position variance is `coth(βw/2)/(2w)`. -/
theorem undamped_variance {β w : ℝ} (hβ : 0 < β) (hw : 0 < w) :
    positionVariance β w (ohmic 0) = cosh (β * w / 2) / (2 * w * sinh (β * w / 2)) := by
  obtain ⟨y, hy⟩ : ∃ y : ℝ, y = β * w / (2 * π) := ⟨_, rfl⟩
  have hy0 : 0 < y := by rw [hy]; positivity
  obtain ⟨T, hT⟩ : ∃ T : ℝ, T = ∑' n : ℕ, 1 / (y ^ 2 + ((n : ℝ) + 1) ^ 2) := ⟨_, rfl⟩
  have hz : (y : ℂ) * Complex.I ∈ Complex.integerComplement := by
    show ¬ ∃ n : ℤ, (n : ℂ) = (y : ℂ) * Complex.I
    rintro ⟨n, hn⟩
    have him : (0 : ℝ) = y := by simpa using congrArg Complex.im hn
    exact hy0.ne him
  -- partial fractions of the cotangent on the imaginary axis
  have key := cot_series_rep' hz
  have hterm : ∀ n : ℕ, 1 / ((y : ℂ) * Complex.I - (n + 1)) + 1 / ((y : ℂ) * Complex.I + (n + 1))
      = (-(2 * y) * Complex.I) * ((1 / (y ^ 2 + ((n : ℝ) + 1) ^ 2) : ℝ) : ℂ) := by
    intro n
    have hD : (y : ℂ) ^ 2 + ((n : ℂ) + 1) ^ 2 ≠ 0 := by
      exact_mod_cast (by positivity : (0 : ℝ) < y ^ 2 + ((n : ℝ) + 1) ^ 2).ne'
    have hprod : ((y : ℂ) * Complex.I - (n + 1)) * ((y : ℂ) * Complex.I + (n + 1))
        = -((y : ℂ) ^ 2 + ((n : ℂ) + 1) ^ 2) := by
      linear_combination (y : ℂ) ^ 2 * Complex.I_sq
    have hne := hprod ▸ neg_ne_zero.mpr hD
    rw [div_add_div _ _ (left_ne_zero_of_mul hne) (right_ne_zero_of_mul hne), hprod,
      div_eq_iff (neg_ne_zero.mpr hD)]
    push_cast
    linear_combination (-(2 * (y : ℂ) * Complex.I)) * one_div_mul_cancel hD
  have hx : (π : ℂ) * ((y : ℂ) * Complex.I) = ((π * y : ℝ) : ℂ) * Complex.I := by
    push_cast
    ring
  have hinv : ∀ a b : ℂ, a / (b * Complex.I) = -Complex.I * (a / b) := by
    intro a b
    rw [div_mul_eq_div_div, Complex.div_I]
    ring
  rw [tsum_congr hterm, tsum_mul_left, ← Complex.ofReal_tsum, ← hT, hx, Complex.cot,
    Complex.cos_mul_I, Complex.sin_mul_I, ← Complex.ofReal_cosh, ← Complex.ofReal_sinh,
    hinv, hinv] at key
  have hreal : π * (cosh (π * y) / sinh (π * y)) - 1 / y = 2 * y * T := by
    apply Complex.ofReal_injective
    simp only [Complex.ofReal_sub, Complex.ofReal_mul π (cosh (π * y) / sinh (π * y)),
      Complex.ofReal_div, Complex.ofReal_one, Complex.ofReal_mul (2 * y) T,
      Complex.ofReal_mul 2 y, Complex.ofReal_ofNat]
    linear_combination Complex.I * key + ((π : ℂ) * ((cosh (π * y) : ℂ) / (sinh (π * y) : ℂ))
      - 1 / (y : ℂ) - 2 * y * T) * Complex.I_sq
  -- rescale the Matsubara sum to the cotangent series
  have hwy : w = 2 * π / β * y := by rw [hy]; field_simp
  have hsum : ∑' n : ℕ, modeWeight β w (ohmic 0) n = ((2 * π / β) ^ 2)⁻¹ * T := by
    rw [hT, ← tsum_mul_left]
    refine tsum_congr fun n => ?_
    have e : w ^ 2 + (2 * π * ((n : ℝ) + 1) / β) ^ 2 + 2 * π * ((n : ℝ) + 1) / β * 0
        = (2 * π / β) ^ 2 * (y ^ 2 + ((n : ℝ) + 1) ^ 2) := by
      rw [hwy]
      ring
    simp only [modeWeight, matsubara, ohmic]
    rw [e, one_div, one_div, mul_inv]
  have hxy : π * y = β * w / 2 := by rw [hy]; field_simp
  have hs : sinh (β * w / 2) ≠ 0 := (Real.sinh_pos_iff.mpr (by positivity)).ne'
  rw [hxy] at hreal
  have hT2 : T = (π * (cosh (β * w / 2) / sinh (β * w / 2)) - 1 / y) / (2 * y) := by
    rw [hreal]
    field_simp
  rw [positionVariance, quantumSpread, hsum, hT2, hy]
  field_simp
  ring

end

end DampedOscillatorVariance
```

```lean
#print axioms DampedOscillatorVariance.ohmic_friction_classical_limit
#print axioms DampedOscillatorVariance.drude_between
#print axioms DampedOscillatorVariance.undamped_variance
```

```
'DampedOscillatorVariance.ohmic_friction_classical_limit' depends on axioms: [propext, Classical.choice, Quot.sound]
'DampedOscillatorVariance.drude_between' depends on axioms: [propext, Classical.choice, Quot.sound]
'DampedOscillatorVariance.undamped_variance' depends on axioms: [propext, Classical.choice, Quot.sound]
```
